# The function W(a,b) in the Dion kernel has a removable singularity on the axes a = 0 and b = 0

When I tabulate the kernel of the van der Waals density functional (vdW-DF) of Dion and co-workers, I integrate numerically over two dimensionless variables $a$ and $b$, and a grid with a node at $a=0$ needs a value there for the factor

$$
W(a,b)=\frac{2}{a^3b^3}\Big[(3-a^2)\,b\cos b\sin a+(3-b^2)\,a\cos a\sin b+(a^2+b^2-3)\sin a\sin b-3ab\cos a\cos b\Big].
$$

The formula gives $0/0$. I believe that for fixed $b\neq0$ the limit as $a\to0$ is $2\sin b/(3b)$, so that the singularity is only apparent. Can this be made rigorous and checked by machine, including what happens when $a$ and $b$ go to zero together?

## W is built from one-variable functions that stay finite at zero

Yes. The limit is correct, and $W$ has exactly one continuous extension to the whole plane, with the value $2/3$ at the origin.

Define $\operatorname{sinc}x=\sin x/x$ with $\operatorname{sinc}0=1$, and

$$
J(x)=\frac{\sin x-x\cos x}{x^3}\quad(x\neq0),\qquad J(0)=\frac13 .
$$

For nonzero $a$ and $b$,

$$
W(a,b)=2\big[\operatorname{sinc}a\,J(b)+\operatorname{sinc}b\,J(a)-3J(a)J(b)\big].
$$

To verify this, multiply the square bracket on the right by $a^3b^3$. It becomes

$$
a^2\sin a\,(\sin b-b\cos b)+b^2\sin b\,(\sin a-a\cos a)-3(\sin a-a\cos a)(\sin b-b\cos b).
$$

Now collect terms:

- $\sin a\cos b$ has the coefficient $-a^2b+3b=(3-a^2)b$.
- $\cos a\sin b$ has the coefficient $-ab^2+3a=(3-b^2)a$.
- $\sin a\sin b$ has the coefficient $a^2+b^2-3$.
- $\cos a\cos b$ has the coefficient $-3ab$.

This is the bracket in the original formula.

It remains to see that $J$ is continuous at zero. Write $\sin x=x-x^3/6+r_s$ and $\cos x=1-x^2/2+r_c$, where Taylor's theorem gives $|r_s|\le|x|^5/120$ and $|r_c|\le|x|^4/24$. Then

$$
\sin x-x\cos x=\frac{x^3}{3}+r_s-x\,r_c ,
$$

and for $0<|x|\le1$

$$
\left|J(x)-\frac13\right|=\frac{|r_s-x\,r_c|}{|x|^3}\le\frac{|x|^5/20}{|x|^3}\le|x| .
$$

So $J$ is continuous at zero, and elsewhere it is a quotient of continuous functions with a nonzero denominator. The product form is therefore continuous in $(a,b)$ jointly. At $a=0$ it gives

$$
2\Big[J(b)+\tfrac13\operatorname{sinc}b-J(b)\Big]=\tfrac23\operatorname{sinc}b ,
$$

which is $2\sin b/(3b)$ for $b\neq0$ and $2/3$ for $b=0$. Since the form is symmetric in $a$ and $b$, the axis $b=0$ carries $\tfrac23\operatorname{sinc}a$. No other continuous extension exists, because every point on the axes is a limit of points off them, where the values are already fixed.

For a kernel table, this supplies the values of $W$ at grid nodes on the axes. In the kernel integral $W$ is multiplied by $a^2b^2$, so such a node adds nothing to the sum as long as the remaining factor is finite there; the finite value of $W$ serves to keep this factor from returning $0/0$. The remaining factor contains quotients that also read $0/0$ at $a=0$ or $b=0$, and they need their own limiting values. The result concerns this one factor and not the accuracy of the full double integral.

## The limits and the unique extension as Lean statements

In the file, `dionW` is the closed formula, `ballShape` is $J$, and `dionWReg` is the product form, written with Mathlib's `Real.sinc`. The arguments range over all real numbers, which includes the nonnegative values used in the kernel integral.

Three theorems carry the result:

- `dionW_tendsto_axis` says that for $b\neq0$, $W(a,b)$ tends to $\tfrac23\operatorname{sinc}b$ as $a\to0$. The filter `𝓝[≠] 0` means that $a$ approaches zero from either side without being zero.
- `dionW_tendsto_origin` says that $W(a,b)$ tends to $2/3$ as $(a,b)\to(0,0)$ through points with both coordinates nonzero. The path is otherwise free, so $a$ and $b$ may shrink at different rates.
- `dionW_removable` says that a function `F` on the plane is continuous and agrees with $W$ at all nonzero $a$ and $b$ if and only if `F` is the product form. One direction gives existence of the extension, the other uniqueness.

Lean sets division by zero to zero, so `dionW` itself returns $0$ on the axes; the restrictions to nonzero arguments keep that value out of the statements.

The theorems treat $W$ alone. The other factors of the kernel's integrand, the convergence of the integral and the dependence on the electron density don't enter.

```lean
import Mathlib

open Filter Topology

namespace DionKernelRemovable

noncomputable section

/-- The function `W(a,b)` in the Dion kernel of the van der Waals density functional,
as the closed formula used for nonzero `a` and `b`. -/
def dionW (a b : ℝ) : ℝ :=
  2 * ((3 - a ^ 2) * b * Real.cos b * Real.sin a + (3 - b ^ 2) * a * Real.cos a * Real.sin b
    + (a ^ 2 + b ^ 2 - 3) * Real.sin a * Real.sin b
    - 3 * a * b * Real.cos a * Real.cos b) / (a ^ 3 * b ^ 3)

/-- The shape function `(sin x - x cos x) / x ^ 3`, with the value `1/3` at `x = 0`. -/
def ballShape (x : ℝ) : ℝ :=
  if x = 0 then 1 / 3 else (Real.sin x - x * Real.cos x) / x ^ 3

/-- The regular form of `W`: a combination of products of one-variable functions,
defined on the whole plane. -/
def dionWReg (a b : ℝ) : ℝ :=
  2 * (Real.sinc a * ballShape b + Real.sinc b * ballShape a - 3 * ballShape a * ballShape b)

lemma ballShape_zero : ballShape 0 = 1 / 3 := if_pos rfl

lemma ballShape_of_ne {x : ℝ} (h : x ≠ 0) :
    ballShape x = (Real.sin x - x * Real.cos x) / x ^ 3 := if_neg h

/-- For `|x| ≤ 1` the shape function differs from `1/3` by at most `|x|`. -/
theorem ballShape_near_zero {x : ℝ} (hx : |x| ≤ 1) : |ballShape x - 1 / 3| ≤ |x| := by
  by_cases h : x = 0
  · subst h
    simp [ballShape_zero]
  · have hs := Real.sin_bound hx
    have hc := Real.cos_bound hx
    have hp : 0 < |x| := abs_pos.mpr h
    -- the remainder is built from the Taylor remainders of sine and cosine
    have e : ballShape x - 1 / 3 = ((Real.sin x - (x - x ^ 3 / 6))
        - x * (Real.cos x - (1 - x ^ 2 / 2))) / x ^ 3 := by
      rw [ballShape_of_ne h]
      field_simp
      ring
    have t := norm_sub_le (Real.sin x - (x - x ^ 3 / 6)) (x * (Real.cos x - (1 - x ^ 2 / 2)))
    simp only [Real.norm_eq_abs, abs_mul] at t
    have hm := mul_le_mul hx hc (abs_nonneg _) zero_le_one
    have h4 : 0 ≤ |x| ^ 4 := by positivity
    have h5 : |x| * |x| ^ 3 = |x| ^ 4 := by ring
    have h6 : |x| ^ 5 ≤ |x| ^ 4 := by
      calc |x| ^ 5 = |x| * |x| ^ 4 := by ring
        _ ≤ 1 * |x| ^ 4 := mul_le_mul_of_nonneg_right hx h4
        _ = |x| ^ 4 := one_mul _
    rw [e, abs_div, abs_pow, div_le_iff₀ (pow_pos hp 3), h5]
    linarith

/-- The shape function is continuous on the whole real line. -/
theorem continuous_ballShape : Continuous ballShape := by
  refine continuous_iff_continuousAt.mpr fun x => ?_
  by_cases h : x = 0
  · subst h
    rw [Metric.continuousAt_iff]
    intro ε hε
    refine ⟨min ε 1, lt_min hε one_pos, ?_⟩
    intro y hy
    rw [Real.dist_eq, sub_zero] at hy
    rw [Real.dist_eq, ballShape_zero]
    exact (ballShape_near_zero (hy.le.trans (min_le_right _ _))).trans_lt
      (hy.trans_le (min_le_left _ _))
  · have hc : ContinuousAt (fun y : ℝ => (Real.sin y - y * Real.cos y) / y ^ 3) x :=
      ContinuousAt.div (by fun_prop) (by fun_prop) (pow_ne_zero 3 h)
    refine hc.congr ?_
    filter_upwards [isOpen_ne.mem_nhds h] with y hy
    exact (ballShape_of_ne hy).symm

/-- Away from the axes, `W` equals its regular form. -/
theorem dionW_eq_reg {a b : ℝ} (ha : a ≠ 0) (hb : b ≠ 0) : dionW a b = dionWReg a b := by
  rw [dionWReg, dionW, Real.sinc_of_ne_zero ha, Real.sinc_of_ne_zero hb,
    ballShape_of_ne ha, ballShape_of_ne hb]
  field_simp
  ring

/-- The regular form of `W` is jointly continuous in `a` and `b`. -/
theorem continuous_dionWReg : Continuous (fun p : ℝ × ℝ => dionWReg p.1 p.2) := by
  have s1 := Real.continuous_sinc.comp (continuous_fst (X := ℝ) (Y := ℝ))
  have s2 := Real.continuous_sinc.comp (continuous_snd (X := ℝ) (Y := ℝ))
  have j1 := continuous_ballShape.comp (continuous_fst (X := ℝ) (Y := ℝ))
  have j2 := continuous_ballShape.comp (continuous_snd (X := ℝ) (Y := ℝ))
  exact continuous_const.mul (((s1.mul j2).add (s2.mul j1)).sub ((continuous_const.mul j1).mul j2))

/-- On the axis `a = 0` the regular form equals `(2/3) sinc b`. -/
theorem dionWReg_zero_left (b : ℝ) : dionWReg 0 b = 2 / 3 * Real.sinc b := by
  rw [dionWReg, Real.sinc_zero, ballShape_zero]
  ring

/-- For fixed nonzero `b`, `W(a,b)` tends to `(2/3) sinc b`, where `sinc b = sin b / b`,
as `a` tends to zero. -/
theorem dionW_tendsto_axis {b : ℝ} (hb : b ≠ 0) :
    Tendsto (fun a => dionW a b) (𝓝[≠] 0) (𝓝 (2 / 3 * Real.sinc b)) := by
  have hc : Continuous (fun a : ℝ => dionWReg a b) :=
    continuous_dionWReg.comp (by fun_prop : Continuous fun a : ℝ => (a, b))
  rw [← dionWReg_zero_left b]
  refine ((hc.tendsto 0).mono_left nhdsWithin_le_nhds).congr' ?_
  filter_upwards [self_mem_nhdsWithin] with a ha
  exact (dionW_eq_reg ha hb).symm

/-- `W(a,b)` tends to `2/3` when `a` and `b` tend to zero together, in any manner that
keeps both nonzero. -/
theorem dionW_tendsto_origin :
    Tendsto (fun p : ℝ × ℝ => dionW p.1 p.2)
      (𝓝[{p : ℝ × ℝ | p.1 ≠ 0 ∧ p.2 ≠ 0}] (0, 0)) (𝓝 (2 / 3)) := by
  have e : dionWReg 0 0 = 2 / 3 := by
    rw [dionWReg_zero_left, Real.sinc_zero, mul_one]
  rw [← e]
  refine ((continuous_dionWReg.tendsto (0, 0)).mono_left nhdsWithin_le_nhds).congr' ?_
  filter_upwards [self_mem_nhdsWithin] with p hp
  exact (dionW_eq_reg hp.1 hp.2).symm

/-- The singularity of `W` on the axes is removable: a function on the plane is continuous and
agrees with `W` for nonzero `a` and `b` exactly when it is the regular form. -/
theorem dionW_removable (F : ℝ × ℝ → ℝ) :
    (Continuous F ∧ ∀ a b : ℝ, a ≠ 0 → b ≠ 0 → F (a, b) = dionW a b) ↔
      F = fun p => dionWReg p.1 p.2 := by
  constructor
  · rintro ⟨hF, hW⟩
    -- two continuous functions that agree off the axes agree everywhere
    have hd : Dense (({0}ᶜ : Set ℝ) ×ˢ ({0}ᶜ : Set ℝ)) :=
      (dense_compl_singleton (0 : ℝ)).prod (dense_compl_singleton (0 : ℝ))
    refine Continuous.ext_on hd hF continuous_dionWReg ?_
    rintro ⟨a, b⟩ ⟨ha, hb⟩
    exact (hW a b ha hb).trans (dionW_eq_reg ha hb)
  · rintro rfl
    exact ⟨continuous_dionWReg, fun a b ha hb => (dionW_eq_reg ha hb).symm⟩

end

end DionKernelRemovable
```

```lean
#print axioms DionKernelRemovable.dionW_tendsto_axis
#print axioms DionKernelRemovable.dionW_tendsto_origin
#print axioms DionKernelRemovable.dionW_removable
```

```
'DionKernelRemovable.dionW_tendsto_axis' depends on axioms: [propext, Classical.choice, Quot.sound]
'DionKernelRemovable.dionW_tendsto_origin' depends on axioms: [propext, Classical.choice, Quot.sound]
'DionKernelRemovable.dionW_removable' depends on axioms: [propext, Classical.choice, Quot.sound]
```

## From Taylor remainders to uniqueness

`ballShape_near_zero` proves $|J(x)-\tfrac13|\le|x|$ for $|x|\le1$. Its equation `e` writes the difference as $(r_s-x\,r_c)/x^3$. Mathlib's `Real.sin_bound` and `Real.cos_bound` control the two remainders, the triangle inequality combines them, and `linarith` closes the estimate.

`continuous_ballShape` uses this bound at zero, taking $\delta=\min(\varepsilon,1)$. At any other point it uses continuity of the quotient, together with the fact that nearby points are also nonzero.

`dionW_eq_reg` is the regrouping: `field_simp` clears the denominators and `ring` checks the polynomial identity in $a$, $b$ and their sines and cosines. `continuous_dionWReg` then assembles joint continuity from sums and products of continuous functions, and `dionWReg_zero_left` performs the cancellation of $J(b)$ on the axis.

Both limit theorems follow one pattern. The product form tends to its own value by continuity, the limit is restricted to the permitted points, and `congr'` replaces the product form by $W$, which equals it there.

For uniqueness, `dionW_removable` shows that the set of points with both coordinates nonzero is dense, as a product of two dense sets. `Continuous.ext_on` then says that two continuous functions that agree on this set agree everywhere. The converse direction combines the continuity of the product form with `dionW_eq_reg`.
